# The fermionic Wick sum of c + d as a signed sum over splittings

Take electrons in a normalised Slater determinant Φ and a product of creation and annihilation operators. For two such operators A and B, the product AB equals its normal-ordered form N[AB] with respect to the empty vacuum plus the number ⟨0|AB|0⟩. The contraction in Φ, which is the number ⟨Φ|AB|Φ⟩, is therefore a sum of two parts,

c(A,B) = ⟨0|AB|0⟩,  d(A,B) = ⟨Φ|N[AB]|Φ⟩.

How do the two parts separate in a longer product? Write W_c(L) for the signed sum over complete pairings of the string L, each pair weighted by c. Then

W_(c+d)(L) = Σ_S (−1)^inv(S) W_c(L on S) W_d(L off S),

where S runs over all subsets of positions and inv(S) counts pairs s in S, t outside S with t < s. This is an identity between Wick sums. That the expectation value in Φ equals W_(c+d)(L) is Wick's theorem for a Slater determinant, which is physical input here; a correlated state would in general need further terms.

## Fermionic signs on an ordered string

The string is a finite list over an arbitrary type `α` of operator labels. Repeated operators are allowed, since subsets select positions, numbered from 0. The signs stand for anticommutation: bringing an operator next to its partner costs a minus sign for each operator passed.

```lean
import Mathlib

open Finset

namespace WickPfaffianSum

variable {α R : Type*} [CommRing R]

/-- The fermionic Wick sum of an operator string: the first operator is contracted with each
later one, with alternating sign, and the remaining string is treated in the same way. -/
def wick (c : α → α → R) : List α → R
  | [] => 1
  | x :: L => ∑ j : Fin L.length, (-1) ^ (j : ℕ) * c x (L.get j) * wick c (L.eraseIdx j)
termination_by L => L.length
decreasing_by
  simp only [List.length_cons, List.length_eraseIdx]
  split <;> omega
```

`wick` contracts the first operator x with each later one and continues with the rest. The empty string gives 1, and a string of odd length gives 0.

```lean
/-- The number of pairs `s` in `S`, `t` outside `S` with `t < s`, where the position subset `S`
is given by its indicator function. -/
def crossings {n : ℕ} (S : Fin n → Bool) : ℕ :=
  (univ.filter fun p : Fin n × Fin n => p.2 < p.1 ∧ S p.1 = true ∧ S p.2 = false).card

/-- The operators at positions in `S` (`b = true`) or outside `S` (`b = false`), in order. -/
def restrict (L : List α) (S : Fin L.length → Bool) (b : Bool) : List α :=
  ((List.finRange L.length).filter (fun i => S i == b)).map L.get
```

`crossings` is inv(S); it counts operators that pass each other in the splitting, not crossed contraction lines. `restrict` keeps the selected operators, or the others, in their original order.

Three operations on string functionals f, g carry the derivation. For amplitudes k(y), write

(C f)(L) = Σ_j (−1)^j k(L_j) f(L without j)
(P f)(L) = (−1)^|L| f(L)
(f ∧ g)(L) = Σ_S (−1)^inv(S) f(L on S) g(L off S).

In Lean these are `contract k f`, `grade f` and `wedge f g`. The functionals need not be antisymmetric, so ∧ is more general here than the product of differential forms.

```lean
/-- Signed contraction of an external operator, with amplitudes `k`, with each operator of a
string; the functional `f` evaluates what remains. -/
def contract (k : α → R) (f : List α → R) (L : List α) : R :=
  ∑ j : Fin L.length, (-1) ^ (j : ℕ) * k (L.get j) * f (L.eraseIdx j)

/-- A string functional multiplied by the fermion parity of the string. -/
def grade (f : List α → R) (L : List α) : R := (-1) ^ L.length * f L

/-- The signed sum over all ways to split a string between two functionals. -/
def wedge (f g : List α → R) (L : List α) : R :=
  ∑ S : Fin L.length → Bool,
    (-1) ^ crossings S * f (restrict L S true) * g (restrict L S false)
```

Let f_y(A) = f(yA), where yA is A with y put in front. Separating j = 0 in C f, and shifting the other positions by one, gives

(C f)(yL) = k(y) f(L) − (C f_y)(L),  (C f)([]) = 0.  (1)

```lean
/-- The signed contraction of an external operator with the empty string is zero. -/
theorem contract_nil (k : α → R) (f : List α → R) : contract k f [] = 0 :=
  Fin.sum_univ_zero _

/-- The signed contraction with `y :: L` is the term in which `y` is contracted, minus the signed
contraction with `L` in which `y` stays in front of the remaining operators. -/
theorem contract_cons (k : α → R) (f : List α → R) (y : α) (L : List α) :
    contract k f (y :: L) = k y * f L - contract k (fun A => f (y :: A)) L := by
  unfold contract
  refine (Fin.sum_univ_succ (n := L.length) _).trans ?_
  rw [sub_eq_add_neg, ← Finset.sum_neg_distrib]
  congr 1
  · change (-1 : R) ^ 0 * k y * f L = k y * f L
    ring
  · refine Finset.sum_congr rfl fun j _ => ?_
    change (-1 : R) ^ ((j : ℕ) + 1) * k (L.get j) * f (y :: L.eraseIdx j) = _
    ring
```

In a splitting of yL, the operator y may belong to S. It then stands before everything and adds no inversion. If it lies outside S, it forms one inversion with each member of S, which gives the factor (−1)^|S|. Hence

(f ∧ g)(yL) = (f_y ∧ g)(L) + (P f ∧ g_y)(L),  (f ∧ g)([]) = f([]) g([]).  (2)

`crossings_cons` supplies the count and `restrict_cons` the two substrings. `wedge_cons` then divides the sum over subsets according to the first position, through the bijection `e`.

```lean
/-- A new first position adds no crossing if it belongs to `S`, and one crossing for each
member of `S` if it does not. -/
theorem crossings_cons {n : ℕ} (S : Fin n → Bool) :
    crossings (Fin.cons (α := fun _ => Bool) true S) = crossings S ∧
    crossings (Fin.cons (α := fun _ => Bool) false S) =
      crossings S + ((List.finRange n).filter (fun i => S i == true)).length := by
  have hlen : ∀ (m : ℕ) (T : Fin m → Bool),
      ((List.finRange m).filter (fun i => T i == true)).length
        = ∑ i, if T i = true then 1 else 0 := by
    intro m
    induction m with
    | zero => intro T; simp
    | succ m ih =>
      intro T
      rw [List.finRange_succ, Fin.sum_univ_succ, ← ih (fun i => T i.succ)]
      cases h : T 0 <;> simp [h, List.filter_map, Function.comp_def, add_comm]
  rw [hlen]
  constructor
  · simp only [crossings, Finset.card_filter, Fintype.sum_prod_type, Fin.sum_univ_succ]
    simp
  · simp only [crossings, Finset.card_filter, Fintype.sum_prod_type, Fin.sum_univ_succ]
    simp [Finset.sum_add_distrib, add_comm]

/-- The first operator of a string joins the substring on its own side of the splitting. -/
theorem restrict_cons (y : α) (L : List α) (S : Fin L.length → Bool) (a b : Bool) :
    restrict (y :: L) (Fin.cons (α := fun _ => Bool) a S) b =
      if a = b then y :: restrict L S b else restrict L S b := by
  have h : ∀ (n : ℕ) (v : Fin (n + 1) → α) (T : Fin n → Bool),
      ((List.finRange (n + 1)).filter
        (fun i => Fin.cons (α := fun _ => Bool) a T i == b)).map v =
      (fun t => if a = b then v 0 :: t else t)
        (((List.finRange n).filter (fun i => T i == b)).map (fun i => v i.succ)) := by
    intro n v T
    rw [List.finRange_succ]
    cases a <;> cases b <;> simp [List.filter_map, Function.comp_def]
  exact h L.length (y :: L).get S

/-- On the empty string, the signed sum over splittings is the product of the two functionals'
values there. -/
theorem wedge_nil (f g : List α → R) : wedge f g [] = f [] * g [] := by
  have h : ∀ (S : Fin 0 → Bool) (v : Fin 0 → α), (-1) ^ crossings S *
      f (((List.finRange 0).filter (fun i => S i == true)).map v) *
      g (((List.finRange 0).filter (fun i => S i == false)).map v) = f [] * g [] := by
    intro S v
    simp [crossings]
  unfold wedge
  exact Eq.trans (Finset.sum_congr rfl fun S _ => h S ([] : List α).get)
    (Fintype.sum_unique (fun _ : Fin 0 → Bool => f [] * g []))

/-- In a signed splitting the first operator goes to the first functional, or to the second one
after passing all operators of the first. -/
theorem wedge_cons (f g : List α → R) (y : α) (L : List α) :
    wedge f g (y :: L) =
      wedge (fun A => f (y :: A)) g L + wedge (grade f) (fun A => g (y :: A)) L := by
  -- a subset of n + 1 positions is a choice for the first one and a subset of the rest
  have hsum : ∀ (n : ℕ) (F : (Fin (n + 1) → Bool) → R), ∑ S, F S =
      ∑ S : Fin n → Bool, F (Fin.cons (α := fun _ => Bool) true S) +
      ∑ S : Fin n → Bool, F (Fin.cons (α := fun _ => Bool) false S) := by
    intro n F
    let e : Bool × (Fin n → Bool) ≃ (Fin (n + 1) → Bool) := Fin.consEquiv (fun _ => Bool)
    refine (Equiv.sum_comp e F).symm.trans ?_
    rw [Fintype.sum_prod_type, Fintype.sum_bool]
    rfl
  unfold wedge
  refine (hsum L.length _).trans ?_
  congr 1 <;> refine Finset.sum_congr rfl fun S _ => ?_
  · change (-1 : R) ^ crossings (Fin.cons (α := fun _ => Bool) true S) *
      f (restrict (y :: L) (Fin.cons (α := fun _ => Bool) true S) true) *
      g (restrict (y :: L) (Fin.cons (α := fun _ => Bool) true S) false) = _
    rw [(crossings_cons S).1, restrict_cons, restrict_cons]
    simp
  · change (-1 : R) ^ crossings (Fin.cons (α := fun _ => Bool) false S) *
      f (restrict (y :: L) (Fin.cons (α := fun _ => Bool) false S) true) *
      g (restrict (y :: L) (Fin.cons (α := fun _ => Bool) false S) false) = _
    have hl : (restrict L S true).length =
        ((List.finRange L.length).filter (fun i => S i == true)).length := by
      rw [restrict, List.length_map]
    rw [(crossings_cons S).2, ← hl, restrict_cons, restrict_cons, pow_add]
    simp only [Bool.false_eq_true, ↓reduceIte, grade]
    ring
```

A numerical instance shows what the signs do. For four distinct operators x, y, z, w, let c on the pairs xy, xz, xw, yz, yw, zw be 1, 2, 3, 4, 5, 6, and let d be 1 on each. Then

W_c = 1·6 − 2·5 + 3·4 = 8
W_d = 1 − 1 + 1 = 1
W_(c+d) = 2·7 − 3·6 + 4·5 = 16.

The two-element subsets, in the same order, have inv(S) = 0, 1, 2, 2, 3, 4 and contribute 1 − 2 + 3 + 4 − 5 + 6 = 7. The subsets of odd size contribute nothing, and 8 + 1 + 7 = 16. Without the factor (−1)^inv(S) the right-hand side would be 8 + 1 + 21 = 30.

## Amplitudes that commute

The values of c and d lie in a commutative ring `R`. Physically, contractions are numbers, or commuting parameters, and not operators. The derivation uses this when an amplitude belonging to the second factor is moved past the first. The claim is

(C f) ∧ g = C(f ∧ g),  P f ∧ (C g) = C(f ∧ g).  (3)

Both hold on the empty string, where all sides vanish. Assume them on L for all f and g. Since C removes one operator, P(C f) = −C(P f). By (2) and (1),

((C f) ∧ g)(yL)
= k(y)(f ∧ g)(L) − ((C f_y) ∧ g)(L) − ((C P f) ∧ g_y)(L)
= k(y)(f ∧ g)(L) − C(f_y ∧ g + P f ∧ g_y)(L)
= C(f ∧ g)(yL).

The last step uses (2) inside C and then (1). For the second identity, (P f)_y = −P(f_y) and P P f = f, so

(P f ∧ C g)(yL)
= −(P f_y ∧ C g)(L) + k(y)(f ∧ g)(L) − (f ∧ C g_y)(L)
= k(y)(f ∧ g)(L) − C(f_y ∧ g + P f ∧ g_y)(L)
= C(f ∧ g)(yL).

Here the induction hypothesis is applied to f ∧ C g_y with f written as P(P f).

```lean
/-- Contracting an external operator with a string before splitting it equals contracting within
the first part of every splitting, and also within the second part after passing the first. -/
theorem wedge_contract (k : α → R) (f g : List α → R) (L : List α) :
    wedge (contract k f) g L = contract k (wedge f g) L ∧
    wedge (grade f) (contract k g) L = contract k (wedge f g) L := by
  induction L generalizing f g with
  | nil => constructor <;> simp only [wedge_nil, contract_nil, zero_mul, mul_zero]
  | cons y L ih =>
    have e1 : ∀ p : List α → R, (fun A => contract k p (y :: A)) =
        fun A => k y * p A - contract k (fun B => p (y :: B)) A :=
      fun p => funext fun A => contract_cons k p y A
    -- a contraction removes one operator and so flips the parity
    have e2 : grade (contract k f) = fun A => 0 * f A - contract k (grade f) A := by
      funext A
      unfold grade contract
      rw [zero_mul, zero_sub, Finset.mul_sum, ← Finset.sum_neg_distrib]
      refine Finset.sum_congr rfl fun j _ => ?_
      have h : A.length = (A.eraseIdx j).length + 1 := by
        have hj := j.isLt
        rw [List.length_eraseIdx, if_pos hj]
        omega
      have e : (-1 : R) ^ A.length = (-1) ^ ((A.eraseIdx j).length + 1) :=
        congrArg (fun n : ℕ => (-1 : R) ^ n) h
      linear_combination ((-1) ^ (j : ℕ) * k (A.get j) * f (A.eraseIdx j)) * e
    have e3 : (fun A => grade f (y :: A)) =
        fun A => 0 * f A - grade (fun B => f (y :: B)) A := by
      funext A
      simp only [grade, List.length_cons, pow_succ]
      ring
    have e4 : grade (grade f) = f := by
      funext A
      simp only [grade]
      rw [← mul_assoc, ← mul_pow, neg_one_mul, neg_neg, one_pow, one_mul]
    -- splitting is linear in each functional
    have hlin : ∀ (a : R) (p q r : List α → R),
        wedge (fun A => a * p A - q A) r L = a * wedge p r L - wedge q r L ∧
        wedge r (fun A => a * p A - q A) L = a * wedge r p L - wedge r q L := by
      intro a p q r
      unfold wedge
      constructor <;> rw [Finset.mul_sum, ← Finset.sum_sub_distrib] <;>
        exact Finset.sum_congr rfl fun S _ => by ring
    have hadd : contract k (fun A => wedge f g (y :: A)) L =
        contract k (wedge (fun A => f (y :: A)) g) L +
        contract k (wedge (grade f) (fun A => g (y :: A))) L := by
      unfold contract
      rw [← Finset.sum_add_distrib]
      exact Finset.sum_congr rfl fun j _ => by simp only [wedge_cons]; ring
    constructor
    · rw [wedge_cons, e1, e2, (hlin _ _ _ _).1, (hlin _ _ _ _).1, contract_cons, hadd,
        (ih _ _).1, (ih _ _).1]
      ring
    · rw [wedge_cons, e3, e1, (hlin _ _ _ _).1, (hlin _ _ _ _).2, contract_cons, hadd,
        (ih _ _).2, (ih _ _).2, e4]
      ring
```

In the Lean proof, `e1` is (1), `e2` and `e3` are the two parity rules, and `e4` is P P f = f. Linearity of the splitting is `hlin`, whose second half moves the amplitude past the first factor; `hadd` inserts (2) under C. The calls to `ring` use commutativity.

For matrix-valued amplitudes the identity can fail. On distinct x, y, z, w let d(x,y) = B and c(z,w) = A, with all other values zero. The recursion gives W_(c+d) = BA, while the only surviving subset, {2, 3}, gives +AB. The example shows that the identity can fail when a value of c does not commute with a value of d; it does not concern non-commuting values within c alone.

## A contraction that is exactly the sum

The total contraction is `c + d`, added pair by pair. For the Slater determinant this follows from AB = N[AB] + ⟨0|AB|0⟩. The derivation uses this additivity at every step of an induction on the length of the string. The empty string gives 1 = 1·1. For xL, write C_c and C_d for C with amplitudes c(x,·) and d(x,·). The definition of W reads (W_c)_x = C_c W_c, and likewise for d and c + d. The induction hypothesis applies to L with one operator removed, so

W_(c+d)(xL)
= C_c(W_c ∧ W_d)(L) + C_d(W_c ∧ W_d)(L)
= ((C_c W_c) ∧ W_d)(L) + (P W_c ∧ (C_d W_d))(L)
= ((W_c)_x ∧ W_d)(L) + (P W_c ∧ (W_d)_x)(L)
= (W_c ∧ W_d)(xL).

The second line is (3) and the last is (2).

```lean
/-- The Wick sum for a sum of two contractions is the signed sum, over all position subsets, of
the Wick sum of the selected operators with the first contraction times that of the remaining
operators with the second. -/
theorem wick_add (c d : α → α → R) (L : List α) :
    wick (c + d) L = ∑ S : Fin L.length → Bool,
      (-1) ^ crossings S * wick c (restrict L S true) * wick d (restrict L S false) := by
  change wick (c + d) L = wedge (wick c) (wick d) L
  induction hn : L.length using Nat.strong_induction_on generalizing L with
  | _ n ih =>
    cases L with
    | nil => rw [wedge_nil]; simp [wick]
    | cons x L =>
      have hW : ∀ b : α → α → R, (fun A => wick b (x :: A)) = contract (b x) (wick b) :=
        fun b => funext fun A => by rw [wick, contract]
      calc wick (c + d) (x :: L)
          = contract ((c + d) x) (wick (c + d)) L := congrFun (hW (c + d)) L
        _ = contract (c x) (wedge (wick c) (wick d)) L +
            contract (d x) (wedge (wick c) (wick d)) L := by
          -- the shorter strings obey the claim, and the amplitude is additive
          unfold contract
          rw [← Finset.sum_add_distrib]
          refine Finset.sum_congr rfl fun j _ => ?_
          have hlt : (L.eraseIdx j).length < n := by
            rw [← hn, List.length_cons, List.length_eraseIdx]
            split <;> omega
          rw [ih _ hlt _ rfl]
          simp only [Pi.add_apply]
          ring
        _ = wedge (wick c) (wick d) (x :: L) := by
          rw [wedge_cons, hW, hW, (wedge_contract _ _ _ _).1, (wedge_contract _ _ _ _).2]
```

The `calc` block follows these lines, with `hW` as the definition of W and `Pi.add_apply` as the place where additivity enters. Strong induction is convenient because the strings left after a contraction are two operators shorter than xL.

If the total contraction had an additional mixed term e(x,y) ≠ 0, two operators would already break the formula: the left side would be c(x,y) + d(x,y) + e(x,y), the right side c(x,y) + d(x,y).

## Antisymmetry is not assumed

Neither contraction is assumed antisymmetric. The normal-ordered part d of the opening is antisymmetric, since N[AB] = −N[BA], but the vacuum contraction is not: for a fermion mode p, c(a_p, a†_p) = 1 but c(a†_p, a_p) = 0. The derivation never exchanges the arguments, because the earlier operator always comes first. Reordering the string can therefore change more than the sign of W_c. When c is antisymmetric, W_c is the Pfaffian of the matrix c(L_i, L_j), provided its diagonal vanishes.

The four-operator case fixes the sign convention:

```lean
/-- The Wick sum of four operators has three pairings, and the crossed one carries a minus
sign. -/
theorem wick_four (c : α → α → R) (x y z w : α) :
    wick c [x, y, z, w] = c x y * c z w - c x z * c y w + c x w * c y z := by
  have h0 : wick c [] = 1 := by rw [wick]
  have hW : ∀ a L, wick c (a :: L) = contract (c a) (wick c) L :=
    fun a L => by rw [wick, contract]
  simp only [hW, contract_cons, contract_nil, h0]
  ring

end WickPfaffianSum
```

The proof applies (1) until no operators remain. For a†_p a†_q a_s a_r in a Slater determinant, the crossed pairing with its minus sign gives the exchange part of the two-electron energy, and the nested pairing the direct part, once they are multiplied by ½⟨pq|rs⟩ and summed over the spin orbitals. Here ⟨pq|rs⟩ is the Coulomb integral in which one electron has the spin orbitals p and r and the other has q and s.

```lean
#print axioms WickPfaffianSum.wick_add
-- 'WickPfaffianSum.wick_add' depends on axioms: [propext, Classical.choice, Quot.sound]
#print axioms WickPfaffianSum.wick_four
-- 'WickPfaffianSum.wick_four' depends on axioms: [propext, Classical.choice, Quot.sound]
```
